# Vertex orbitals can be deleted from a bonding count exactly when their effective Hamiltonian is positive semidefinite

Strike the rows and columns of some vertex orbitals from the Hückel-type Hamiltonian of a cluster, diagonalise the remaining block, and count its levels below the nonbonding energy. This count of bonding orbitals may differ from that of the full matrix. If the remaining block has no level exactly at the nonbonding energy, there is an exact test for whether the full matrix gives the same count.

Take the nonbonding energy as zero and write the one-electron Hamiltonian in blocks:

H = (A, B; Bᵀ, D)

Here A is the real symmetric block of the orbitals that are kept, called skeletal in this text, D is that of the vertex orbitals to be deleted, and B holds the couplings between them. A is assumed invertible, which says that the skeleton has no level at zero. Define

S = D − BᵀA⁻¹B

This is the effective Hamiltonian of the vertex orbitals at zero energy, with the response of the skeleton included. A bonding space of a matrix M is a subspace on which x·Mx < 0 for every nonzero x. For symmetric M its largest possible dimension is the number of negative eigenvalues. The claim is that H and A have bonding spaces of the same dimensions if and only if y·Sy ≥ 0 for all y.

## Completing the square in the skeletal coefficients

Let x and y be the skeletal and vertex coefficients, and write E_M(x) = x·Mx. Since y·Bᵀx = x·By,

E_H(x, y) = x·Ax + 2 x·By + y·Dy

Put u = A⁻¹By, so that Au = By. Symmetry of A gives u·Ax = x·Au = x·By, and u·Au = u·By = y·BᵀA⁻¹By. Hence

E_A(x + u) = x·Ax + 2 x·By + y·BᵀA⁻¹By

Adding E_S(y) = y·Dy − y·BᵀA⁻¹By cancels the last term:

E_H(x, y) = E_A(x + A⁻¹By) + E_S(y)

Bonding spaces can now be carried between the two matrices. If a linear map sends every nonzero vector to one of negative energy, it sends none of them to zero, because the zero vector has energy zero. The map is therefore injective, and its range is a bonding space of the same dimension as its domain.

**From A to H.** The map x ↦ (x, 0) works, since E_H(x, 0) = E_A(x).

**From H to A, when S ≥ 0.** The map (x, y) ↦ x + A⁻¹By works, since its image has energy E_H(x, y) − E_S(y) ≤ E_H(x, y) < 0.

**When S has a negative direction.** Suppose E_S(y) < 0, and let W be a k-dimensional bonding space of A. For w in W and real t, the vector (w − tu, ty) has energy

E_A(w) + t² E_S(y)

This is negative unless w = 0 and t = 0, so H has a bonding space of dimension k + 1. If the counts agreed, A would have one too. Starting from the zero space, A would then have bonding spaces of every dimension, which is impossible with finitely many orbitals.

## Energy forms and bonding spaces in Lean

The finite types `m` and `n` label the skeletal and vertex orbitals.

```lean
import Mathlib

open Matrix Module

namespace VertexOrbitalDeletion

noncomputable section

variable {ι m n : Type*} [Fintype ι] [Fintype m] [Fintype n] [DecidableEq m]
```

The energy is a quadratic form in real coefficients. It is not divided by x·x, which would not change its sign for nonzero x.

```lean
/-- The energy form `x · M x` of an orbital with real coefficients `x`. -/
def energy (M : Matrix ι ι ℝ) (x : ι → ℝ) : ℝ := x ⬝ᵥ M *ᵥ x
```

`HasBondingSpace M k` asks for a bonding space of dimension exactly k.

```lean
/-- There is a `k`-dimensional space of orbitals on which the energy form is negative definite. -/
def HasBondingSpace (M : Matrix ι ι ℝ) (k : ℕ) : Prop :=
  ∃ W : Submodule ℝ (ι → ℝ), finrank ℝ W = k ∧ ∀ x ∈ W, x ≠ 0 → energy M x < 0
```

The count could also have been defined as the number of negative eigenvalues. The theorem would then equate two numbers, but D would have to be assumed symmetric, and the proof would need a link between eigenvalues and subspaces. As it stands, D may be any real matrix, because the form sees only its symmetric part; a physical D is symmetric.

The next two definitions are H and S.

```lean
/-- The Hamiltonian of a skeleton `A` coupled through `B` to vertex orbitals with block `D`. -/
def clusterH (A : Matrix m m ℝ) (B : Matrix m n ℝ) (D : Matrix n n ℝ) :
    Matrix (m ⊕ n) (m ⊕ n) ℝ := Matrix.fromBlocks A B Bᵀ D

/-- The effective Hamiltonian `D - Bᵀ A⁻¹ B` of the vertex orbitals at zero energy,
for an invertible skeleton block `A`. -/
def effective (A : Matrix m m ℝ) (B : Matrix m n ℝ) (D : Matrix n n ℝ) :
    Matrix n n ℝ := D - Bᵀ * A⁻¹ * B
```

## The square and the transfer of subspaces

The first lemma is y·Bᵀx = x·By.

```lean
omit [DecidableEq m] in
/-- A coupling element may be read from either side. -/
theorem coupling_transpose (M : Matrix m n ℝ) (v : n → ℝ) (w : m → ℝ) :
    v ⬝ᵥ Mᵀ *ᵥ w = w ⬝ᵥ M *ᵥ v := by
  rw [Matrix.mulVec_transpose, dotProduct_comm v, ← Matrix.dotProduct_mulVec]
```

In the next proof, `Sum.elim x y` is the stacked vector (x, y). The step `hu` is AA⁻¹w = w, `hL` expands the block form, and `h1` to `h3` identify the cross terms, which `linarith` then combines.

```lean
/-- The cluster energy is the skeleton energy of a shifted orbital plus the effective energy
of the vertex part. -/
theorem energy_complete_square {A : Matrix m m ℝ} (hA : A.IsSymm) (hdet : A.det ≠ 0)
    (B : Matrix m n ℝ) (D : Matrix n n ℝ) (x : m → ℝ) (y : n → ℝ) :
    energy (clusterH A B D) (Sum.elim x y) =
      energy A (x + A⁻¹ *ᵥ (B *ᵥ y)) + energy (effective A B D) y := by
  have hu : ∀ w : m → ℝ, A *ᵥ (A⁻¹ *ᵥ w) = w := by
    intro w
    rw [Matrix.mulVec_mulVec, Matrix.mul_nonsing_inv A (isUnit_iff_ne_zero.mpr hdet),
      Matrix.one_mulVec]
  have hS : effective A B D *ᵥ y = D *ᵥ y - Bᵀ *ᵥ (A⁻¹ *ᵥ (B *ᵥ y)) := by
    simp only [effective, Matrix.sub_mulVec, Matrix.mulVec_mulVec, Matrix.mul_assoc]
  have hL : energy (clusterH A B D) (Sum.elim x y) =
      (x ⬝ᵥ A *ᵥ x + x ⬝ᵥ B *ᵥ y) + (y ⬝ᵥ Bᵀ *ᵥ x + y ⬝ᵥ D *ᵥ y) := by
    unfold energy clusterH
    rw [Matrix.fromBlocks_mulVec, Sum.elim_comp_inl, Sum.elim_comp_inr,
      ← dotProduct_add, ← dotProduct_add]
    simp only [dotProduct, Fintype.sum_sum_type, Sum.elim_inl, Sum.elim_inr]
  -- `h1` and `h2` rewrite the terms with `Bᵀ`; `h3` is used with the symmetry of `A`
  have h1 := coupling_transpose B y x
  have h2 := coupling_transpose B y (A⁻¹ *ᵥ (B *ᵥ y))
  have h3 := coupling_transpose A (A⁻¹ *ᵥ (B *ᵥ y)) x
  rw [hA.eq, hu] at h3
  rw [hL]
  simp only [energy, hS, Matrix.mulVec_add, hu, dotProduct_sub, add_dotProduct, dotProduct_add]
  linarith
```

The injectivity argument is stated for a general real vector space V.

```lean
/-- If a linear map sends every nonzero vector of `V` to an orbital of negative energy, there is
a bonding space of the dimension of `V`. -/
theorem hasBondingSpace_of_map {V : Type*} [AddCommGroup V] [Module ℝ V]
    {M : Matrix ι ι ℝ} (f : V →ₗ[ℝ] (ι → ℝ)) (h : ∀ v, v ≠ 0 → energy M (f v) < 0) :
    HasBondingSpace M (finrank ℝ V) := by
  have hf : Function.Injective f := by
    refine (injective_iff_map_eq_zero f).2 fun v hv => ?_
    by_contra hne
    have h0 := h v hne
    rw [hv] at h0
    simp [energy] at h0
  refine ⟨LinearMap.range f, LinearMap.finrank_range_of_inj hf, ?_⟩
  rintro _ ⟨v, rfl⟩ hv
  exact h v fun h0 => hv (by rw [h0, map_zero])
```

## When the count survives

The hypothesis `hS` says that no combination of vertex orbitals has negative effective energy. The two maps named `f` are the shift x + A⁻¹By and the padding by zeros, each restricted to the given subspace.

```lean
/-- Deleting vertex orbitals preserves the bonding count when their effective Hamiltonian is
positive semidefinite: cluster and skeleton have bonding spaces of the same dimensions. -/
theorem bonding_count_preserved {A : Matrix m m ℝ} (hA : A.IsSymm) (hdet : A.det ≠ 0)
    (B : Matrix m n ℝ) (D : Matrix n n ℝ)
    (hS : ∀ y, 0 ≤ energy (effective A B D) y) (k : ℕ) :
    HasBondingSpace (clusterH A B D) k ↔ HasBondingSpace A k := by
  constructor
  · rintro ⟨W, rfl, hneg⟩
    -- shift the skeleton part by the response to the vertex part
    let f : (m ⊕ n → ℝ) →ₗ[ℝ] (m → ℝ) := LinearMap.funLeft ℝ ℝ Sum.inl +
      (A⁻¹).mulVecLin ∘ₗ B.mulVecLin ∘ₗ LinearMap.funLeft ℝ ℝ Sum.inr
    refine hasBondingSpace_of_map (f ∘ₗ W.subtype) fun v hv => ?_
    have h := hneg v v.2 fun h0 => hv (Subtype.ext h0)
    have hsq := energy_complete_square hA hdet B D
      ((v : m ⊕ n → ℝ) ∘ Sum.inl) ((v : m ⊕ n → ℝ) ∘ Sum.inr)
    rw [Sum.elim_comp_inl_inr] at hsq
    have hpos := hS ((v : m ⊕ n → ℝ) ∘ Sum.inr)
    change energy A ((v : m ⊕ n → ℝ) ∘ Sum.inl +
      A⁻¹ *ᵥ (B *ᵥ ((v : m ⊕ n → ℝ) ∘ Sum.inr))) < 0
    linarith
  · rintro ⟨W, rfl, hneg⟩
    -- extend skeleton orbitals by zero on the vertices
    let f : (m → ℝ) →ₗ[ℝ] (m ⊕ n → ℝ) :=
      { toFun := fun x => Sum.elim x 0
        map_add' := by intro x y; ext i; cases i <;> simp
        map_smul' := by intro c x; ext i; cases i <;> simp }
    refine hasBondingSpace_of_map (f ∘ₗ W.subtype) fun v hv => ?_
    have h := hneg v v.2 fun h0 => hv (Subtype.ext h0)
    change energy (clusterH A B D) (Sum.elim (v : m → ℝ) 0) < 0
    rw [energy_complete_square hA hdet]
    simpa [energy] using h
```

Invertibility of A matters. Take A = (0), B = (1), D = (1). Then E_H(1, −1) = −2 + 1 = −1, so H has a one-dimensional bonding space and A has none. Lean sets the inverse of a singular matrix to zero, so `effective` would be (1) here and `hS` would hold, yet the conclusion fails.

The next theorem builds the map (w, t) ↦ (w − tu, ty); `he` is its energy, and the final case split is on w = 0.

```lean
/-- A vertex combination of negative effective energy raises the dimension of an available
bonding space by one. -/
theorem extra_bonding_orbital {A : Matrix m m ℝ} (hA : A.IsSymm) (hdet : A.det ≠ 0)
    (B : Matrix m n ℝ) (D : Matrix n n ℝ) {y : n → ℝ}
    (hy : energy (effective A B D) y < 0) {k : ℕ} (hk : HasBondingSpace A k) :
    HasBondingSpace (clusterH A B D) (k + 1) := by
  obtain ⟨W, rfl, hneg⟩ := hk
  let f : (W × ℝ) →ₗ[ℝ] (m ⊕ n → ℝ) :=
    { toFun := fun p => Sum.elim ((p.1 : m → ℝ) - p.2 • (A⁻¹ *ᵥ (B *ᵥ y))) (p.2 • y)
      map_add' := by
        intro p q
        ext i
        cases i <;> simp only [Sum.elim_inl, Sum.elim_inr, Prod.fst_add, Prod.snd_add,
          Submodule.coe_add, Pi.add_apply, Pi.sub_apply, Pi.smul_apply, smul_eq_mul] <;> ring
      map_smul' := by
        intro c p
        ext i
        cases i <;> simp only [Sum.elim_inl, Sum.elim_inr, Prod.smul_fst, Prod.smul_snd,
          Submodule.coe_smul, RingHom.id_apply, Pi.sub_apply, Pi.smul_apply,
          smul_eq_mul] <;> ring }
  have hdim : finrank ℝ (W × ℝ) = finrank ℝ W + 1 := by
    rw [Module.finrank_prod, Module.finrank_self]
  rw [← hdim]
  refine hasBondingSpace_of_map f ?_
  rintro ⟨w, t⟩ hv
  have he : energy (clusterH A B D) (f (w, t)) =
      energy A w + t ^ 2 * energy (effective A B D) y := by
    change energy (clusterH A B D)
      (Sum.elim ((w : m → ℝ) - t • (A⁻¹ *ᵥ (B *ᵥ y))) (t • y)) = _
    rw [energy_complete_square hA hdet, Matrix.mulVec_smul, Matrix.mulVec_smul, sub_add_cancel]
    simp only [energy, Matrix.mulVec_smul, smul_dotProduct, dotProduct_smul, smul_eq_mul]
    ring
  rw [he]
  by_cases hw : w = 0
  · have ht : t ≠ 0 := fun ht => hv (by rw [hw, ht]; rfl)
    have h0 : energy A (w : m → ℝ) = 0 := by simp [hw, energy]
    have := mul_neg_of_pos_of_neg (pow_pos (abs_pos.mpr ht) 2) hy
    rw [sq_abs] at this
    linarith
  · have h1 := hneg w w.2 fun h0 => hw (Subtype.ext h0)
    have h2 := mul_nonpos_of_nonneg_of_nonpos (sq_nonneg t) hy.le
    linarith
```

One direction of the equivalence is `bonding_count_preserved`; the other is proved by contradiction, with an induction on k. The agreement is required for all k, since at k = 0 it always holds.

```lean
/-- The bonding count survives deletion of the vertex orbitals exactly when their effective
Hamiltonian is positive semidefinite. -/
theorem bonding_count_preserved_iff {A : Matrix m m ℝ} (hA : A.IsSymm) (hdet : A.det ≠ 0)
    (B : Matrix m n ℝ) (D : Matrix n n ℝ) :
    (∀ k, HasBondingSpace (clusterH A B D) k ↔ HasBondingSpace A k) ↔
      ∀ y, 0 ≤ energy (effective A B D) y := by
  refine ⟨fun h y => ?_, fun h k => bonding_count_preserved hA hdet B D h k⟩
  by_contra hy
  -- otherwise the skeleton would have bonding spaces of every dimension
  have hall : ∀ k, HasBondingSpace A k := by
    intro k
    induction k with
    | zero =>
      exact ⟨⊥, finrank_bot ℝ _, fun x hx h0 => absurd ((Submodule.mem_bot ℝ).1 hx) h0⟩
    | succ k ih => exact (h (k + 1)).1 (extra_bonding_orbital hA hdet B D (not_le.mp hy) ih)
  obtain ⟨W, hW, -⟩ := hall (Fintype.card m + 1)
  have hle := Submodule.finrank_le W
  rw [hW, Module.finrank_fintype_fun_eq_card] at hle
  omega
```

## A dimer with one cap

Two orbitals at zero energy with coupling −1 have the normalised bonding combination (1, 1)/√2 at −1 and the antibonding one (1, −1)/√2 at +1.

```lean
/-- Two orbitals at zero energy with coupling `-1`. -/
def dimer : Matrix (Fin 2) (Fin 2) ℝ := !![0, -1; -1, 0]
```

A cap of energy d, coupled by c to both sites, has S = d + 2c², because A⁻¹ = A and BᵀA⁻¹B = −2c². The cap couples only to the bonding combination. Since that lies below zero, its response raises the effective energy of the cap at zero energy from d to d + 2c². With c = 1 and d = −1 the cap alone lies below zero, yet S = 1 and the count stays at one.

```lean
/-- Capping the dimer by one orbital of energy `d`, coupled by `c` to both sites, preserves the
bonding count exactly when `d + 2 c²` is nonnegative. -/
theorem capped_dimer (c d : ℝ) :
    (∀ k, HasBondingSpace (clusterH dimer (Matrix.of fun _ (_ : Fin 1) => c)
      (Matrix.of fun _ _ => d)) k ↔ HasBondingSpace dimer k) ↔ 0 ≤ d + 2 * c ^ 2 := by
  have hsymm : dimer.IsSymm := by
    ext i j
    fin_cases i <;> fin_cases j <;> simp [dimer]
  have hdet : dimer.det ≠ 0 := by simp [dimer, Matrix.det_fin_two]
  have hinv : dimer⁻¹ = dimer := by
    apply Matrix.inv_eq_right_inv
    ext i j
    fin_cases i <;> fin_cases j <;> simp [dimer, Matrix.mul_apply, Fin.sum_univ_succ]
  have hE : ∀ y : Fin 1 → ℝ, energy (effective dimer (Matrix.of fun _ (_ : Fin 1) => c)
      (Matrix.of fun _ _ => d)) y = (d + 2 * c ^ 2) * y 0 ^ 2 := by
    intro y
    simp only [energy, effective]
    rw [hinv]
    simp [dimer, Matrix.mul_apply, Matrix.mulVec, dotProduct, Fin.sum_univ_succ]
    ring
  rw [bonding_count_preserved_iff hsymm hdet]
  constructor
  · intro h
    have h1 := h fun _ => 1
    rw [hE] at h1
    simpa using h1
  · intro h y
    rw [hE]
    exact mul_nonneg h (sq_nonneg _)

end

end VertexOrbitalDeletion
```

```lean
#print axioms VertexOrbitalDeletion.bonding_count_preserved_iff
-- 'VertexOrbitalDeletion.bonding_count_preserved_iff' depends on axioms: [propext, Classical.choice, Quot.sound]
#print axioms VertexOrbitalDeletion.capped_dimer
-- 'VertexOrbitalDeletion.capped_dimer' depends on axioms: [propext, Classical.choice, Quot.sound]
```

The capping principle of cluster electron counting says that a capped cluster keeps the number of skeletal bonding pairs of its parent; there, "skeletal" refers to the whole cluster framework, cap included. For a finite, non-interacting model with real orbitals, in which the parent's block A is unchanged by capping and has no level at the nonbonding energy, the theorem turns this into a condition on S. It does not say which clusters satisfy that condition.
